# The large-momentum limit of the Dirac–Coulomb 1s large component, up to normalisation

The lemma concerns the closed-form momentum profile G(p) = sin((g+1) arctan(p/Z)) / (p (Z² + p²)^((g+1)/2)) of the 1s large component, which the file takes as a definition and does not derive from the Dirac equation. It states that p^(g+2) G(p) tends to sin((g+1)π/2) as p → ∞, for every decay constant Z > 0 and every real g, with no relation assumed between the two. G is unnormalised, and a constant prefactor N would multiply the limit by N. The proof writes the scaled profile, for p > 0, as sin((g+1) arctan(p/Z)) times (p²/(Z² + p²))^((g+1)/2), where the arctangent tends to π/2 and the ratio to one.

As first written in Lean, the proof fails:

```lean
import Mathlib

open Filter
open scoped Topology

namespace DiracCoulombMomentumTail

noncomputable section

/-- The closed-form momentum profile of the 1s large component, up to normalisation, for decay
constant `Z` and exponent `g`. -/
def momentumProfile (Z g p : ℝ) : ℝ :=
  Real.sin ((g + 1) * Real.arctan (p / Z)) / (p * (Z ^ 2 + p ^ 2) ^ ((g + 1) / 2))

/-- At large momentum the ratio `p^2/(Z^2+p^2)` tends to one. -/
theorem tendsto_ratio (Z : ℝ) :
    Tendsto (fun p : ℝ => p ^ 2 / (Z ^ 2 + p ^ 2)) atTop (𝓝 1) := by
  have h : Tendsto (fun p : ℝ => Z ^ 2 + p ^ 2) atTop atTop :=
    tendsto_atTop_add_const_left atTop _ (tendsto_pow_atTop two_ne_zero)
  have h2 := (tendsto_const_nhds (x := (1 : ℝ))).sub (h.const_div_atTop (Z ^ 2))
  rw [sub_zero] at h2
  refine h2.congr' ?_
  filter_upwards [eventually_gt_atTop (0 : ℝ)] with p hp
  have hs : Z ^ 2 + p ^ 2 ≠ 0 := by positivity
  rw [eq_div_iff hs, sub_mul, div_mul_cancel₀ _ hs]
  ring

/-- For `Z > 0` and every real `g`, the scaled profile `p^(g+2) G(p)` tends to `sin((g+1) pi/2)` at
large momentum. -/
theorem tendsto_profile {Z : ℝ} (hZ : 0 < Z) (g : ℝ) :
    Tendsto (fun p : ℝ => p ^ (g + 2) * momentumProfile Z g p) atTop
      (𝓝 (Real.sin ((g + 1) * (Real.pi / 2)))) := by
  have hang : Tendsto (fun p : ℝ => Real.arctan (p / Z)) atTop (𝓝 (Real.pi / 2)) :=
    (Real.tendsto_arctan_atTop.mono_right nhdsWithin_le_nhds).comp
      (tendsto_id.atTop_div_const hZ)
  have hsin := (Real.continuous_sin.tendsto _).comp (hang.const_mul (g + 1))
  have hpow := (tendsto_ratio Z).rpow_const (p := (g + 1) / 2) (Or.inl one_ne_zero)
  have h := hsin.mul hpow
  rw [Real.one_rpow, mul_one] at h
  refine h.congr' ?_
  filter_upwards [eventually_gt_atTop (0 : ℝ)] with p hp
  have hs : 0 < Z ^ 2 + p ^ 2 := by positivity
  have hD := (Real.rpow_pos_of_pos hs ((g + 1) / 2)).ne'
  have hnum : (p ^ 2) ^ ((g + 1) / 2) = p ^ (g + 1) := by
    rw [← Real.rpow_natCast, ← Real.rpow_mul hp.le]
    congr 1
    push_cast
    ring
  dsimp only [Function.comp_apply]
  rw [momentumProfile, Real.div_rpow (by positivity) hs.le, hnum,
    show g + 2 = (g + 1) + 1 by ring, Real.rpow_add_one hp.ne']
  generalize (Z ^ 2 + p ^ 2) ^ ((g + 1) / 2) = D at hD ⊢
  field_simp

end

end DiracCoulombMomentumTail
```

The compiler's answer:

```
Main.lean:32:50: error: unsolved goals
Z : ℝ
hZ : 0 < Z
g : ℝ
hang : Tendsto (fun p => Real.arctan (p / Z)) atTop (𝓝 (Real.pi / 2))
hsin : Tendsto (Real.sin ∘ fun x => (g + 1) * Real.arctan (x / Z)) atTop (𝓝 (Real.sin ((g + 1) * (Real.pi / 2))))
hpow : Tendsto (fun a => (a ^ 2 / (Z ^ 2 + a ^ 2)) ^ ((g + 1) / 2)) atTop (𝓝 (1 ^ ((g + 1) / 2)))
h :
  Tendsto (fun x => (Real.sin ∘ fun x => (g + 1) * Real.arctan (x / Z)) x * (x ^ 2 / (Z ^ 2 + x ^ 2)) ^ ((g + 1) / 2))
    atTop (𝓝 (Real.sin ((g + 1) * (Real.pi / 2))))
p : ℝ
hp : 0 < p
hs : 0 < Z ^ 2 + p ^ 2
hnum : (p ^ 2) ^ ((g + 1) / 2) = p ^ (g + 1)
D : ℝ
hD : D ≠ 0
⊢ p ^ 2 * Real.sin ((g + 1) * Real.arctan (p / Z)) * p ^ g = Real.sin ((g + 1) * Real.arctan (p / Z)) * p ^ (g + 1 + 1)
```

What went wrong. The error is an unsolved goal left by the closing `field_simp`, with `p ^ g` on one side and `p ^ (g + 1 + 1)` on the other. The equation is true for p > 0, but the powers had not been brought to a common form.

The fault lies in the rewrite before it. `Real.rpow_add_one hp.ne'` turns `p ^ (y + 1)` into `p ^ y * p`, and `y` was left for Lean to find. The rewrite was meant for `p ^ (g + 1 + 1)`, but `p ^ (g + 1)` also fits the pattern. Lean took `y` to be `g` and split that power instead, leaving the higher one whole.

Giving the argument `(g + 1)` fixes the choice: `p ^ (g + 1 + 1)` becomes `p ^ (g + 1) * p`, and both sides now contain `p ^ (g + 1)`. The added `generalize` replaces that shared power by a variable `E`, so `field_simp` has only to cancel `p` and `D`, both nonzero. The messages do not show whether the proof would close without this second step. The new comment is mere tidying.

As a diff, the version that Lean accepts:

```diff
@@ -38,4 +38,5 @@
   have h := hsin.mul hpow
   rw [Real.one_rpow, mul_one] at h
+  -- the scaled profile is the sine times a power of the ratio
   refine h.congr' ?_
   filter_upwards [eventually_gt_atTop (0 : ℝ)] with p hp
@@ -49,6 +50,7 @@
   dsimp only [Function.comp_apply]
   rw [momentumProfile, Real.div_rpow (by positivity) hs.le, hnum,
-    show g + 2 = (g + 1) + 1 by ring, Real.rpow_add_one hp.ne']
+    show g + 2 = (g + 1) + 1 by ring, Real.rpow_add_one hp.ne' (g + 1)]
   generalize (Z ^ 2 + p ^ 2) ^ ((g + 1) / 2) = D at hD ⊢
+  generalize p ^ (g + 1) = E
   field_simp
 
```
